# For orthonormal trial states of a Hermitian matrix, the excited energy undercuts $E_1$ by at most the ground-state energy error

Let $H$ be a finite Hermitian matrix whose two lowest eigenvalues, counted with multiplicity, are $E_0\le E_1$. If $\psi$ and $\varphi$ are orthonormal, then

$$\langle\varphi,H\varphi\rangle\;\ge\;E_1-\bigl(\langle\psi,H\psi\rangle-E_0\bigr).$$

Here $\psi$ is the approximate ground state and $\varphi$ the excited trial state. Since $\varphi$ is required to be orthogonal only to $\psi$, and not to the true ground state, its energy may fall below $E_1$, but by no more than the energy error of $\psi$. For every error from $0$ to $E_1-E_0$, some pair reaches equality.

In a finite-basis calculation on singlet S states of helium, this limits how far a trial energy for the first excited singlet can drop too low. $E_0$ and $E_1$ are then eigenvalues of the matrix in that basis and symmetry sector, not the exact levels of the atom.

## States, energies and overlaps

```lean
import Mathlib

open Matrix

namespace ExcitedStateUndercut

noncomputable section

variable {n : Type*} [Fintype n]
```

The type `n` is a finite set of labels for an orthonormal basis. A state has one complex component for each label.

```lean
/-- The state `H v` obtained by applying the matrix `H` to the state `v`. -/
def act (H : Matrix n n ℂ) (v : EuclideanSpace ℂ n) : EuclideanSpace ℂ n :=
  WithLp.toLp 2 (H *ᵥ v.ofLp)
```

`act H v` is the state $Hv$, with components $(Hv)_i=\sum_k H_{ik}v_k$. The wrapper `WithLp.toLp 2` marks the result as a vector with the usual Euclidean norm.

```lean
/-- The energy expression `⟨v, H v⟩` (its real part). -/
def energy (H : Matrix n n ℂ) (v : EuclideanSpace ℂ n) : ℝ :=
  (inner ℂ v (act H v)).re
```

`energy H v` is $\operatorname{Re}\langle v,Hv\rangle$, with the inner product conjugate-linear in its first argument. There is no division by $\langle v,v\rangle$, so this is the expectation value when $v$ has norm one. For Hermitian $H$ the number $\langle v,Hv\rangle$ is already real, and taking the real part only turns it into a Lean real number.

```lean
/-- A Hermitian matrix can be moved from one side of the inner product to the other. -/
theorem inner_act_left {H : Matrix n n ℂ} (hH : H.IsHermitian) (x y : EuclideanSpace ℂ n) :
    inner ℂ (act H x) y = inner ℂ x (act H y) := by
  simp only [EuclideanSpace.inner_eq_star_dotProduct, act]
  rw [Matrix.star_mulVec, hH.eq, dotProduct_comm, ← Matrix.dotProduct_mulVec, dotProduct_comm]
```

In a Lean theorem, the assumptions stand before the last main colon, the claim after it, and the proof after `:=`. Here the assumption `hH` says that $H$ is Hermitian, and the claim is $\langle Hx,y\rangle=\langle x,Hy\rangle$. In components,

$$\sum_{i,k}\overline{H_{ik}x_k}\,y_i=\sum_{i,k}\overline{x_k}\,H_{ki}\,y_i .$$

The proof does the same: `Matrix.star_mulVec` conjugates the product, `hH.eq` replaces $H^\dagger$ by $H$, and the remaining rewrites regroup the sum.

```lean
/-- Two orthonormal states together have at most unit overlap weight with any unit vector. -/
theorem weight_le_one {ψ φ u : EuclideanSpace ℂ n} (hψ : ‖ψ‖ = 1) (hφ : ‖φ‖ = 1)
    (ho : inner ℂ ψ φ = 0) (hu : ‖u‖ = 1) :
    ‖inner ℂ u ψ‖ ^ 2 + ‖inner ℂ u φ‖ ^ 2 ≤ 1 := by
  have hon : Orthonormal ℂ ![ψ, φ] := by
    constructor
    · intro i
      fin_cases i
      · exact hψ
      · exact hφ
    · intro i j hij
      fin_cases i <;> fin_cases j
      · exact absurd rfl hij
      · exact ho
      · exact inner_eq_zero_symm.mp ho
      · exact absurd rfl hij
  -- Bessel's inequality for the pair
  have h := hon.sum_inner_products_le u (s := Finset.univ)
  rw [Fin.sum_univ_two, hu] at h
  have h' : ‖inner ℂ ψ u‖ ^ 2 + ‖inner ℂ φ u‖ ^ 2 ≤ (1 : ℝ) ^ 2 := h
  rw [norm_inner_symm u ψ, norm_inner_symm u φ]
  linarith
```

For orthonormal $\psi,\varphi$ and a unit vector $u$, this says $|\langle u,\psi\rangle|^2+|\langle u,\varphi\rangle|^2\le1$. To see it, remove from $u$ its components along the pair:

$$r=u-\langle\psi,u\rangle\psi-\langle\varphi,u\rangle\varphi .$$

Orthonormality gives $0\le\|r\|^2=1-|\langle\psi,u\rangle|^2-|\langle\varphi,u\rangle|^2$. This is Bessel's inequality, which Mathlib supplies as `sum_inner_products_le`. The first part of the proof, `hon`, packages the assumptions on the two vectors as orthonormality of the list `![ψ, φ]`. The last lines swap the arguments of the inner products, which leaves their absolute values unchanged.

```lean
/-- The inner product of two real superpositions of the same orthonormal pair. -/
theorem inner_mix {u v : EuclideanSpace ℂ n} (hu : ‖u‖ = 1) (hv : ‖v‖ = 1)
    (ho : inner ℂ u v = 0) (a b c d : ℝ) :
    inner ℂ ((a : ℂ) • u + (b : ℂ) • v) ((c : ℂ) • u + (d : ℂ) • v)
      = ((a * c + b * d : ℝ) : ℂ) := by
  have huu : inner ℂ u u = (1 : ℂ) := by
    rw [inner_self_eq_norm_sq_to_K, hu]; simp
  have hvv : inner ℂ v v = (1 : ℂ) := by
    rw [inner_self_eq_norm_sq_to_K, hv]; simp
  have ho' : inner ℂ v u = (0 : ℂ) := inner_eq_zero_symm.mp ho
  simp only [inner_add_left, inner_add_right, inner_smul_left, inner_smul_right,
    Complex.conj_ofReal, huu, hvv, ho, ho']
  push_cast
  ring
```

For orthonormal $u,v$ and real $a,b,c,d$,

$$\langle au+bv,\;cu+dv\rangle=ac+bd .$$

Expanding gives four terms. The two cross terms vanish, and $\langle u,u\rangle=\langle v,v\rangle=1$. The proof establishes these values and lets `simp only` expand the product.

## The two lowest levels

```lean
variable [DecidableEq n]

/-- `E0 ≤ E1` are the two lowest eigenvalues of the Hermitian matrix `H`, counted with
multiplicity. -/
def IsLowestPair {H : Matrix n n ℂ} (hH : H.IsHermitian) (E0 E1 : ℝ) : Prop :=
  ∃ i0 i1, i0 ≠ i1 ∧ hH.eigenvalues i0 = E0 ∧ hH.eigenvalues i1 = E1 ∧ E0 ≤ E1 ∧
    ∀ j, j ≠ i0 → E1 ≤ hH.eigenvalues j
```

Mathlib lists the eigenvalues of a Hermitian matrix as a family $\lambda_j$, written `hH.eigenvalues j`, with one entry for each label $j$. A degenerate level therefore appears several times. `IsLowestPair hH E0 E1` says that there are distinct labels $i_0\ne i_1$ with $\lambda_{i_0}=E_0$ and $\lambda_{i_1}=E_1$, that $E_0\le E_1$, and that every label other than $i_0$ has $\lambda_j\ge E_1$. If the ground level is degenerate, then $E_1=E_0$.

```lean
/-- Every Hermitian matrix of size at least two has a pair of lowest eigenvalues. -/
theorem exists_isLowestPair [Nontrivial n] {H : Matrix n n ℂ} (hH : H.IsHermitian) :
    ∃ E0 E1, IsLowestPair hH E0 E1 := by
  obtain ⟨i0, h0⟩ := Finite.exists_min hH.eigenvalues
  obtain ⟨k, hk⟩ := exists_ne i0
  obtain ⟨i1, h1, hmin⟩ := Finset.exists_min_image (Finset.univ.erase i0) hH.eigenvalues
    ⟨k, Finset.mem_erase.2 ⟨hk, Finset.mem_univ k⟩⟩
  exact ⟨_, _, i0, i1, (Finset.ne_of_mem_erase h1).symm, rfl, rfl, h0 i1,
    fun j hj => hmin j (Finset.mem_erase.2 ⟨hj, Finset.mem_univ j⟩)⟩
```

Such a pair exists whenever there are at least two basis labels, which is what `Nontrivial n` says. Choose $i_0$ with the smallest eigenvalue, then $i_1$ with the smallest eigenvalue among the remaining labels. The two `obtain` lines with `exists_min` and `exists_min_image` make these choices; the one between them ensures that a label remains.

## Energy as a weighted mean of eigenvalues

```lean
/-- The eigenvectors of a Hermitian matrix satisfy the stationary Schrödinger equation. -/
theorem act_eigenvector {H : Matrix n n ℂ} (hH : H.IsHermitian) (j : n) :
    act H (hH.eigenvectorBasis j) = (hH.eigenvalues j : ℂ) • hH.eigenvectorBasis j := by
  ext i
  have h : (H *ᵥ (hH.eigenvectorBasis j).ofLp) i
      = hH.eigenvalues j • (hH.eigenvectorBasis j).ofLp i :=
    congrFun (hH.mulVec_eigenvectorBasis j) i
  rw [Complex.real_smul] at h
  exact h
```

Write $u_j$ for the eigenvector `hH.eigenvectorBasis j`. The theorem is $Hu_j=\lambda_ju_j$. Mathlib has this equation for the matrix-vector product, and the proof transfers it to `act` component by component.

```lean
/-- For a Hermitian matrix, the energy is the sum of the eigenvalues weighted by the
populations of the eigenvectors. -/
theorem energy_eq_sum {H : Matrix n n ℂ} (hH : H.IsHermitian) (v : EuclideanSpace ℂ n) :
    energy H v = ∑ j, hH.eigenvalues j * ‖inner ℂ (hH.eigenvectorBasis j) v‖ ^ 2 := by
  have h : inner ℂ v (act H v)
      = ∑ j, ((hH.eigenvalues j * ‖inner ℂ (hH.eigenvectorBasis j) v‖ ^ 2 : ℝ) : ℂ) := by
    rw [← hH.eigenvectorBasis.sum_inner_mul_inner v (act H v)]
    refine Finset.sum_congr rfl fun j _ => ?_
    rw [← inner_act_left hH (hH.eigenvectorBasis j) v, act_eigenvector, inner_smul_left,
      Complex.conj_ofReal, ← inner_conj_symm v (hH.eigenvectorBasis j)]
    have hz := Complex.conj_mul' (inner ℂ (hH.eigenvectorBasis j) v)
    push_cast
    linear_combination (hH.eigenvalues j : ℂ) * hz
  unfold energy
  rw [h, ← Complex.ofReal_sum, Complex.ofReal_re]
```

For any vector $v$, the energy expression equals $\sum_j\lambda_j|\langle u_j,v\rangle|^2$. When $v$ has norm one, the weights add up to one, and the energy is a weighted mean of the eigenvalues. Insert the complete set of eigenvectors, move $H$ to the left and use the eigenvalue equation:

$$\langle v,Hv\rangle=\sum_j\langle v,u_j\rangle\langle u_j,Hv\rangle
=\sum_j\langle v,u_j\rangle\langle Hu_j,v\rangle
=\sum_j\lambda_j|\langle u_j,v\rangle|^2 .$$

In Lean, `sum_inner_mul_inner` inserts the complete set, `inner_act_left` moves $H$, and `act_eigenvector` brings in $\lambda_j$. `Complex.conj_mul'` turns the product of an overlap and its conjugate into a squared modulus.

## The bound on the excited energy

```lean
/-- For orthonormal trial states `ψ` and `φ` of a Hermitian matrix, the energy of `φ` can
undercut `E1` by no more than the error of the energy of `ψ` relative to `E0`. -/
theorem excited_energy_ge {H : Matrix n n ℂ} (hH : H.IsHermitian) {E0 E1 : ℝ}
    (hE : IsLowestPair hH E0 E1) {ψ φ : EuclideanSpace ℂ n}
    (hψ : ‖ψ‖ = 1) (hφ : ‖φ‖ = 1) (ho : inner ℂ ψ φ = 0) :
    E1 - (energy H ψ - E0) ≤ energy H φ := by
  obtain ⟨i0, _, _, h0, _, hle, hmin⟩ := hE
  -- the populations of a unit vector add up to one
  have parseval : ∀ v : EuclideanSpace ℂ n, ‖v‖ = 1 →
      ∑ j, ‖inner ℂ (hH.eigenvectorBasis j) v‖ ^ 2 = 1 := by
    intro v hv
    have h := EuclideanSpace.norm_sq_eq (hH.eigenvectorBasis.repr v)
    simp only [LinearIsometryEquiv.norm_map, OrthonormalBasis.repr_apply_apply, hv] at h
    linarith
  -- only the lowest level lies below `E1`, and it holds at most one unit of population
  have key : E0 - E1 ≤ ∑ j, (hH.eigenvalues j - E1) *
      (‖inner ℂ (hH.eigenvectorBasis j) ψ‖ ^ 2 + ‖inner ℂ (hH.eigenvectorBasis j) φ‖ ^ 2) := by
    have hs : E0 - E1 = ∑ j, if j = i0 then E0 - E1 else 0 := by simp
    rw [hs]
    refine Finset.sum_le_sum fun j _ => ?_
    split_ifs with h
    · have hw := weight_le_one hψ hφ ho (hH.eigenvectorBasis.orthonormal.1 i0)
      rw [h, h0]
      nlinarith [mul_nonneg (sub_nonneg.2 hle) (sub_nonneg.2 hw)]
    · exact mul_nonneg (sub_nonneg.2 (hmin j h)) (by positivity)
  have split : ∑ j, (hH.eigenvalues j - E1) *
      (‖inner ℂ (hH.eigenvectorBasis j) ψ‖ ^ 2 + ‖inner ℂ (hH.eigenvectorBasis j) φ‖ ^ 2)
      = energy H ψ + energy H φ - E1 * (∑ j, ‖inner ℂ (hH.eigenvectorBasis j) ψ‖ ^ 2
        + ∑ j, ‖inner ℂ (hH.eigenvectorBasis j) φ‖ ^ 2) := by
    rw [energy_eq_sum hH ψ, energy_eq_sum hH φ, ← Finset.sum_add_distrib,
      ← Finset.sum_add_distrib, Finset.mul_sum, ← Finset.sum_sub_distrib]
    exact Finset.sum_congr rfl fun j _ => by ring
  rw [split, parseval ψ hψ, parseval φ hφ] at key
  linarith
```

The assumptions are that $H$ is Hermitian, that $E_0,E_1$ are its lowest pair, and that $\psi,\varphi$ are orthonormal. The conclusion is the inequality stated at the start.

Let $w_j=|\langle u_j,\psi\rangle|^2+|\langle u_j,\varphi\rangle|^2$ be the joint population of eigenvector $u_j$. Each trial state has total population one, so $\sum_jw_j=2$ and

$$\sum_j(\lambda_j-E_1)w_j=\langle\psi,H\psi\rangle+\langle\varphi,H\varphi\rangle-2E_1 .$$

On the left, every term with $j\ne i_0$ is nonnegative. The remaining term is $(E_0-E_1)w_{i_0}$. Its prefactor is not positive and $w_{i_0}\le1$, so the term is at least $E_0-E_1$. Hence

$$\langle\psi,H\psi\rangle+\langle\varphi,H\varphi\rangle\ge E_0+E_1,$$

and rearranging gives the claim.

The named steps in the proof follow this argument. `parseval` gives the total population of one state, `key` is the lower bound on the sum, and `split` is the displayed identity before the populations are added up. Inside `key`, `split_ifs` separates $j=i_0$ from the other labels, and `weight_le_one` supplies $w_{i_0}\le1$. The final `linarith` does the rearrangement.

```lean
/-- Any lower bound `L` on `E0` turns the energies of two orthonormal trial states into an
upper bound on `E1`. -/
theorem first_excited_le {H : Matrix n n ℂ} (hH : H.IsHermitian) {E0 E1 L : ℝ}
    (hE : IsLowestPair hH E0 E1) (hL : L ≤ E0) {ψ φ : EuclideanSpace ℂ n}
    (hψ : ‖ψ‖ = 1) (hφ : ‖φ‖ = 1) (ho : inner ℂ ψ φ = 0) :
    E1 ≤ energy H φ + (energy H ψ - L) := by
  linarith [excited_energy_ge hH hE hψ hφ ho]
```

If $L\le E_0$, then

$$E_1\le\langle\varphi,H\varphi\rangle+\langle\psi,H\psi\rangle-L .$$

This follows by replacing $E_0$ with $L$ in the previous bound. It gives an upper bound on $E_1$ without the exact ground-state energy, but the number $L$ has to come from a separate argument, since the theorem takes $L\le E_0$ as an assumption.

## Trial states that reach the bound

```lean
/-- The energy of a real superposition of two different members of the eigenvector basis
has no cross term. -/
theorem energy_mix {H : Matrix n n ℂ} (hH : H.IsHermitian) {i j : n} (hij : i ≠ j) (c s : ℝ) :
    energy H ((c : ℂ) • hH.eigenvectorBasis i + (s : ℂ) • hH.eigenvectorBasis j)
      = c ^ 2 * hH.eigenvalues i + s ^ 2 * hH.eigenvalues j := by
  have hlin : ∀ (a b : ℂ) (x y : EuclideanSpace ℂ n),
      act H (a • x + b • y) = a • act H x + b • act H y := by
    intro a b x y
    simp [act, Matrix.mulVec_add, Matrix.mulVec_smul]
  have hb := hH.eigenvectorBasis.orthonormal
  unfold energy
  rw [hlin, act_eigenvector, act_eigenvector, smul_smul, smul_smul, ← Complex.ofReal_mul,
    ← Complex.ofReal_mul, inner_mix (hb.1 i) (hb.1 j) (hb.2 hij), Complex.ofReal_re]
  ring
```

For $i\ne j$ and real $c,s$, the vector $cu_i+su_j$ has energy expression $c^2\lambda_i+s^2\lambda_j$. Indeed $H(cu_i+su_j)=c\lambda_iu_i+s\lambda_ju_j$, and the inner product with $cu_i+su_j$ has no cross term. The step `hlin` is the linearity of $H$, and `inner_mix` evaluates the inner product.

```lean
/-- The bound is sharp: for every error `ε` between `0` and `E1 - E0` there are orthonormal
states with energies exactly `E0 + ε` and `E1 - ε`. -/
theorem undercut_attained {H : Matrix n n ℂ} (hH : H.IsHermitian) {E0 E1 ε : ℝ}
    (hE : IsLowestPair hH E0 E1) (hε0 : 0 ≤ ε) (hε : ε ≤ E1 - E0) :
    ∃ ψ φ : EuclideanSpace ℂ n, ‖ψ‖ = 1 ∧ ‖φ‖ = 1 ∧ inner ℂ ψ φ = 0 ∧
      energy H ψ = E0 + ε ∧ energy H φ = E1 - ε := by
  obtain ⟨i, j, hij, h0, h1, hle, _⟩ := hE
  -- the admixture `t` of the upper level that produces the error `ε`
  obtain ⟨t, ht0, ht1, ht⟩ : ∃ t : ℝ, 0 ≤ t ∧ t ≤ 1 ∧ t * (E1 - E0) = ε := by
    rcases hle.eq_or_lt with h | h
    · exact ⟨0, le_rfl, zero_le_one, by linarith⟩
    · have hp : 0 < E1 - E0 := sub_pos.2 h
      exact ⟨ε / (E1 - E0), div_nonneg hε0 hp.le, (div_le_one hp).2 hε,
        div_mul_cancel₀ _ hp.ne'⟩
  have hs : √t ^ 2 = t := Real.sq_sqrt ht0
  have hc : √(1 - t) ^ 2 = 1 - t := Real.sq_sqrt (sub_nonneg.2 ht1)
  have hb := hH.eigenvectorBasis.orthonormal
  have hnorm : ∀ a b : ℝ, a ^ 2 + b ^ 2 = 1 →
      ‖(a : ℂ) • hH.eigenvectorBasis i + (b : ℂ) • hH.eigenvectorBasis j‖ = 1 := by
    intro a b hab
    have h := inner_self_eq_norm_sq (𝕜 := ℂ)
      ((a : ℂ) • hH.eigenvectorBasis i + (b : ℂ) • hH.eigenvectorBasis j)
    rw [inner_mix (hb.1 i) (hb.1 j) (hb.2 hij)] at h
    have h' : a * a + b * b
        = ‖(a : ℂ) • hH.eigenvectorBasis i + (b : ℂ) • hH.eigenvectorBasis j‖ ^ 2 := h
    have hn := norm_nonneg ((a : ℂ) • hH.eigenvectorBasis i + (b : ℂ) • hH.eigenvectorBasis j)
    nlinarith
  -- rotate the two lowest eigenvectors into each other
  refine ⟨((√(1 - t) : ℝ) : ℂ) • hH.eigenvectorBasis i + ((√t : ℝ) : ℂ) • hH.eigenvectorBasis j,
    ((-√t : ℝ) : ℂ) • hH.eigenvectorBasis i + ((√(1 - t) : ℝ) : ℂ) • hH.eigenvectorBasis j,
    hnorm _ _ (by linarith), hnorm _ _ (by rw [neg_sq]; linarith), ?_, ?_, ?_⟩
  · rw [inner_mix (hb.1 i) (hb.1 j) (hb.2 hij), Complex.ofReal_eq_zero]
    ring
  · rw [energy_mix hH hij, hs, hc, h0, h1]
    linarith
  · rw [energy_mix hH hij, neg_sq, hs, hc, h0, h1]
    linarith

end

end ExcitedStateUndercut
```

For each $\varepsilon$ with $0\le\varepsilon\le E_1-E_0$, there are orthonormal $\psi,\varphi$ with energies exactly $E_0+\varepsilon$ and $E_1-\varepsilon$. The proof calls the labels of the two lowest levels $i$ and $j$. Choose $t\in[0,1]$ with $t(E_1-E_0)=\varepsilon$ and rotate the eigenvectors:

$$\psi=\sqrt{1-t}\,u_i+\sqrt t\,u_j,\qquad
\varphi=-\sqrt t\,u_i+\sqrt{1-t}\,u_j .$$

Both have norm one because $(1-t)+t=1$, and their overlap is $-\sqrt{1-t}\sqrt t+\sqrt t\sqrt{1-t}=0$. Their energies are

$$(1-t)E_0+tE_1=E_0+\varepsilon,\qquad tE_0+(1-t)E_1=E_1-\varepsilon .$$

When $E_0<E_1$, the proof takes $t=\varepsilon/(E_1-E_0)$. When the levels coincide, $\varepsilon=0$ and it takes $t=0$. The step `hnorm` checks the norms. The three bullets at the end check the overlap and the two energies.

At the far end of the range, $\varepsilon=E_1-E_0$, the undercut is as large as the gap: the supposed excited state has energy $E_0$.

```lean
#print axioms ExcitedStateUndercut.exists_isLowestPair
#print axioms ExcitedStateUndercut.excited_energy_ge
#print axioms ExcitedStateUndercut.first_excited_le
#print axioms ExcitedStateUndercut.undercut_attained
```

```
'ExcitedStateUndercut.exists_isLowestPair' depends on axioms: [propext, Classical.choice, Quot.sound]
'ExcitedStateUndercut.excited_energy_ge' depends on axioms: [propext, Classical.choice, Quot.sound]
'ExcitedStateUndercut.first_excited_le' depends on axioms: [propext, Classical.choice, Quot.sound]
'ExcitedStateUndercut.undercut_attained' depends on axioms: [propext, Classical.choice, Quot.sound]
```
